# A discrete sine transform decouples a chain of equal springs with fixed ends

The imaginary-time path of a free particle, held at both end points, becomes, after discretisation in equal time steps, a chain of N movable beads joined by equal springs between two walls. With beads and modes numbered from 0 to N − 1, its spring matrix K has 2 on the diagonal and −1 between neighbours. I believe that the matrix

S_jk = √(2/(N+1)) sin(π(j+1)(k+1)/(N+1))

is its own inverse and diagonalises K, with eigenvalues

λ_k = 4 sin²(π(k+1)/(2(N+1))).

Can this be made rigorous and machine-checked, and does it still help when the two end points differ?

## Standing waves with a node at each wall

Yes to both. Let n = N + 1 and θ_k = π(k+1)/n, so that 0 < θ_k < π and sin(nθ_k) = 0.

First take any θ with 0 < |θ| < 2π and sin(nθ) = 0. Since

2 sin(θ/2) cos(lθ) = sin(lθ + θ/2) − sin(lθ − θ/2),

the sum over l = 0, …, n−1 telescopes:

2 sin(θ/2) Σ_l cos(lθ) = sin(nθ − θ/2) + sin(θ/2) = sin(θ/2) (1 − cos(nθ)).

As sin(θ/2) ≠ 0, the cosine sum is (1 − cos(nθ))/2. Now use

sin(lθ_j) sin(lθ_k) = [cos(l(θ_j − θ_k)) − cos(l(θ_j + θ_k))]/2.

For j ≠ k the two cosine sums are equal, because cos(n(θ_j ± θ_k)) = cos(nθ_j) cos(nθ_k), and they cancel. For j = k the first sum is n and the second is 0, which leaves n/2. The term l = 0 vanishes, so multiplying by 2/n gives S² = 1.

Next let s_m = sin(mθ_k), which is zero at m = 0 and m = N + 1. Row i of K gives

2s_{i+1} − s_i − s_{i+2} = (2 − 2 cos θ_k) s_{i+1} = λ_k s_{i+1}.

Hence KS = SD with D = diag(λ_k), and SKS = S²D = D.

## From the matrix to the spring energy

For a path f with f_0 = f_{N+1} = 0, let u_i = f_{i+1}. Summation by parts has no boundary terms, and S is symmetric with K = SDS, so

Σ_{j=0}^{N} (f_{j+1} − f_j)² = Σ_{i=0}^{N−1} f_{i+1}(2f_{i+1} − f_i − f_{i+2}) = u·Ku = Σ_k λ_k (Su)_k².

The zero ends matter: for N = 1 and f = (0, 0, 1), the left side is 1 and the right side is 0.

For arbitrary ends, write x_j = x_0 + jd + y_j with d = (x_{N+1} − x_0)/(N+1). Then y vanishes at both ends, and

Σ_j (x_{j+1} − x_j)² = (N+1)d² + 2d(y_{N+1} − y_0) + Σ_j (y_{j+1} − y_j)².

The middle term is zero, the first is (x_{N+1} − x_0)²/(N+1), and the last decouples as before.

## What the Lean theorems say

`sineMatrix N` is S, `chainMatrix N` is K and `modeStiffness N k` is λ_k. An index `j : Fin N` denotes the bead at path position j + 1. A path is a function `ℕ → ℝ`, of which only the values at 0, …, N+1 enter; `fluctuation` is y.

`sineMatrix_diagonalises` states S² = 1 and SKS = D for every N, and `spring_energy_open_path` states the energy formula for every real path. At N = 0 there are no modes and one spring remains. The energy here is the sum of squared increments; for springs of constant κ, the physical energy is κ/2 times this sum. The theorems treat one coordinate and equal springs, with no external potential and no continuum limit. "Open path" in the Lean names means that the two end points may differ; both are still held fixed.

```lean
import Mathlib

open Real Matrix

namespace OpenPathNormalModes

/-- The sine transform of `N` interior beads; the index `j : Fin N` stands for the bead at path
position `j + 1`. -/
noncomputable def sineMatrix (N : ℕ) : Matrix (Fin N) (Fin N) ℝ :=
  Matrix.of fun j k => Real.sqrt (2 / ((N : ℝ) + 1)) *
    Real.sin (π * ((j : ℕ) + 1) * ((k : ℕ) + 1) / ((N : ℝ) + 1))

/-- The fixed-end chain matrix: `2` on the diagonal and `-1` between neighbours. -/
def chainMatrix (N : ℕ) : Matrix (Fin N) (Fin N) ℝ :=
  Matrix.of fun i j => if i = j then 2 else
    if (i : ℕ) + 1 = j ∨ (j : ℕ) + 1 = i then -1 else 0

/-- The stiffness `4 sin² (π (k + 1) / (2 (N + 1)))` of the mode with index `k`. -/
noncomputable def modeStiffness (N k : ℕ) : ℝ :=
  4 * Real.sin (π * ((k : ℝ) + 1) / (2 * ((N : ℝ) + 1))) ^ 2

/-- The phase advance per bead of the mode with index `k`. -/
noncomputable def waveNumber (N k : ℕ) : ℝ := π * ((k : ℝ) + 1) / ((N : ℝ) + 1)

/-- The deviation of the path at position `j` from the straight line joining the end points `x 0`
and `x (N + 1)`. -/
noncomputable def fluctuation (N : ℕ) (x : ℕ → ℝ) (j : ℕ) : ℝ :=
  x j - (x 0 + (j : ℝ) * (x (N + 1) - x 0) / ((N : ℝ) + 1))

/-- The sum of a cosine wave over `n` grid points, when the matching sine wave vanishes at
point `n`. -/
theorem sum_cos (n : ℕ) (θ : ℝ) (h0 : θ ≠ 0) (h1 : |θ| < 2 * π)
    (hs : Real.sin (n * θ) = 0) :
    ∑ l ∈ Finset.range n, Real.cos (l * θ) = (1 - Real.cos (n * θ)) / 2 := by
  -- multiplied by 2 sin (θ/2) the sum telescopes
  have key : ∀ m : ℕ, 2 * Real.sin (θ / 2) * ∑ l ∈ Finset.range m, Real.cos (l * θ)
      = Real.sin (m * θ - θ / 2) + Real.sin (θ / 2) := by
    intro m
    induction m with
    | zero => simp
    | succ m ih =>
      have e : ((m + 1 : ℕ) : ℝ) * θ - θ / 2 = m * θ + θ / 2 := by push_cast; ring
      rw [Finset.sum_range_succ, mul_add, ih, e, Real.sin_add, Real.sin_sub]
      ring
  obtain ⟨ha, hb⟩ := abs_lt.1 h1
  have hne : Real.sin (θ / 2) ≠ 0 := by
    intro h
    have := (Real.sin_eq_zero_iff_of_lt_of_lt (by linarith) (by linarith)).1 h
    exact h0 (by linarith)
  have k := key n
  rw [Real.sin_sub, hs] at k
  apply mul_left_cancel₀ hne
  linear_combination k / 2

/-- Standing waves with nodes at both ends of the grid and distinct phase advances strictly between
`0` and `π` are orthogonal; each has squared norm `n / 2`. -/
theorem sum_sin_mul_sin (n : ℕ) (α β : ℝ) (hα : 0 < α ∧ α < π ∧ Real.sin (n * α) = 0)
    (hβ : 0 < β ∧ β < π ∧ Real.sin (n * β) = 0) :
    ∑ l ∈ Finset.range n, Real.sin (l * α) * Real.sin (l * β)
      = if α = β then (n : ℝ) / 2 else 0 := by
  obtain ⟨a0, a1, sa⟩ := hα
  obtain ⟨b0, b1, sb⟩ := hβ
  have h2 : ∑ l ∈ Finset.range n, Real.sin (l * α) * Real.sin (l * β)
      = (∑ l ∈ Finset.range n, Real.cos (l * (α - β))
        - ∑ l ∈ Finset.range n, Real.cos (l * (α + β))) / 2 := by
    rw [← Finset.sum_sub_distrib, Finset.sum_div]
    refine Finset.sum_congr rfl fun l _ => ?_
    rw [mul_sub, mul_add, Real.cos_sub, Real.cos_add]
    ring
  have hp := sum_cos n (α + β) (add_pos a0 b0).ne'
    (abs_lt.2 ⟨by linarith, by linarith⟩) (by rw [mul_add, Real.sin_add, sa, sb]; ring)
  split_ifs with h
  · subst h
    have hc : Real.cos (n * (α + α)) = 1 := by
      have h := Real.sin_sq_add_cos_sq (n * α)
      rw [sa] at h
      rw [mul_add, Real.cos_add, sa]
      linear_combination h
    rw [h2, hp, hc]
    simp
  · have hm := sum_cos n (α - β) (sub_ne_zero.2 h)
      (abs_lt.2 ⟨by linarith, by linarith⟩) (by rw [mul_sub, Real.sin_sub, sa, sb]; ring)
    rw [h2, hm, hp, mul_sub, mul_add, Real.cos_sub, Real.cos_add, sa, sb]
    ring

/-- Each mode has a phase advance between `0` and `π` and a node at the far wall. -/
theorem waveNumber_spec {N k : ℕ} (hk : k < N) :
    0 < waveNumber N k ∧ waveNumber N k < π ∧
      Real.sin ((N + 1 : ℕ) * waveNumber N k) = 0 := by
  have hkN : (k : ℝ) < N := by exact_mod_cast hk
  refine ⟨by unfold waveNumber; positivity, ?_, ?_⟩
  · unfold waveNumber
    rw [div_lt_iff₀ (by positivity)]
    exact mul_lt_mul_of_pos_left (by linarith) Real.pi_pos
  · have e : ((N + 1 : ℕ) : ℝ) * waveNumber N k = ((k + 1 : ℕ) : ℝ) * π := by
      unfold waveNumber
      push_cast
      field_simp
    rw [e, Real.sin_nat_mul_pi]

private theorem sine_entry (N : ℕ) (j k : Fin N) : sineMatrix N j k =
    Real.sqrt (2 / ((N : ℝ) + 1)) * Real.sin (((j : ℕ) + 1 : ℕ) * waveNumber N k) := by
  simp only [sineMatrix, Matrix.of_apply, waveNumber]
  congr 2
  push_cast
  ring

private theorem sine_symm (N : ℕ) (j k : Fin N) : sineMatrix N j k = sineMatrix N k j := by
  simp only [sineMatrix, Matrix.of_apply]
  congr 2
  ring

/-- The sine transform is its own inverse. -/
theorem sineMatrix_mul_self (N : ℕ) : sineMatrix N * sineMatrix N = 1 := by
  ext j k
  have hs : ∑ l : Fin N, sineMatrix N j l * sineMatrix N l k = 2 / ((N : ℝ) + 1) *
      ∑ l ∈ Finset.range (N + 1),
        Real.sin (l * waveNumber N j) * Real.sin (l * waveNumber N k) := by
    rw [Finset.sum_range_succ', Finset.sum_range, mul_add, Finset.mul_sum]
    simp only [Nat.cast_zero, zero_mul, Real.sin_zero, mul_zero, add_zero]
    refine Finset.sum_congr rfl fun l _ => ?_
    have hq := Real.mul_self_sqrt (show 0 ≤ 2 / ((N : ℝ) + 1) by positivity)
    rw [sine_symm N j l, sine_entry N l j, sine_entry N l k]
    linear_combination (Real.sin (((l : ℕ) + 1 : ℕ) * waveNumber N j) *
      Real.sin (((l : ℕ) + 1 : ℕ) * waveNumber N k)) * hq
  rw [Matrix.mul_apply, hs, sum_sin_mul_sin (N + 1) _ _ (waveNumber_spec j.isLt)
    (waveNumber_spec k.isLt), Matrix.one_apply]
  have hN : (N : ℝ) + 1 ≠ 0 := by positivity
  by_cases h : j = k
  · subst h
    rw [if_pos rfl, if_pos rfl]
    push_cast
    field_simp
  · have hw : waveNumber N j ≠ waveNumber N k := by
      intro e
      rw [waveNumber, waveNumber, div_left_inj' hN] at e
      have e1 := mul_left_cancel₀ Real.pi_ne_zero e
      have e2 : ((j : ℕ) : ℝ) = ((k : ℕ) : ℝ) := by linarith
      exact h (Fin.ext (by exact_mod_cast e2))
    rw [if_neg hw, if_neg h, mul_zero]

/-- On a path that vanishes at both ends the chain matrix acts as minus the second
difference. -/
theorem chainMatrix_mulVec_path (N : ℕ) (f : ℕ → ℝ) (h0 : f 0 = 0) (hN : f (N + 1) = 0)
    (i : Fin N) : (chainMatrix N *ᵥ fun j : Fin N => f ((j : ℕ) + 1)) i
      = 2 * f ((i : ℕ) + 1) - f i - f ((i : ℕ) + 1 + 1) := by
  have hsum : ∀ g : ℕ → ℝ, (∀ j : Fin N, chainMatrix N i j * f ((j : ℕ) + 1) = g j) →
      (chainMatrix N *ᵥ fun j : Fin N => f ((j : ℕ) + 1)) i = ∑ m ∈ Finset.range N, g m := by
    intro g hg
    simp only [Matrix.mulVec, dotProduct]
    rw [← Fin.sum_univ_eq_sum_range]
    exact Finset.sum_congr rfl fun j _ => hg j
  have hterm := hsum (fun m => (if m = (i : ℕ) then 2 * f ((i : ℕ) + 1) else 0)
      - (if m + 1 = (i : ℕ) then f i else 0)
      - (if m = (i : ℕ) + 1 then f ((i : ℕ) + 1 + 1) else 0)) (by
    intro j
    simp only [chainMatrix, Matrix.of_apply, Fin.ext_iff]
    generalize (j : ℕ) = m
    generalize (i : ℕ) = n
    split_ifs <;> first | omega | (subst_vars; ring))
  have h1 : ∑ m ∈ Finset.range N, (if m = (i : ℕ) then 2 * f ((i : ℕ) + 1) else 0)
      = 2 * f ((i : ℕ) + 1) := by
    rw [Finset.sum_ite_eq', if_pos (Finset.mem_range.2 i.isLt)]
  have h2 : ∀ n ≤ N, ∑ m ∈ Finset.range N, (if m + 1 = n then f n else 0) = f n := by
    intro n hn
    cases n with
    | zero => simp [h0]
    | succ p =>
      have hp : p < N := by omega
      simp [hp]
  -- the right neighbour of the last bead is the wall
  have h3 : ∑ m ∈ Finset.range N, (if m = (i : ℕ) + 1 then f ((i : ℕ) + 1 + 1) else 0)
      = f ((i : ℕ) + 1 + 1) := by
    rw [Finset.sum_ite_eq']
    by_cases h : (i : ℕ) + 1 < N
    · rw [if_pos (Finset.mem_range.2 h)]
    · have e : (i : ℕ) + 1 = N := by have := i.isLt; omega
      rw [if_neg (fun hm => h (Finset.mem_range.1 hm)), e, hN]
  rw [hterm]
  simp only [Finset.sum_sub_distrib]
  rw [h1, h2 i i.isLt.le, h3]

/-- The sine transform squares to one and brings the fixed-end chain matrix to diagonal form,
with the mode stiffnesses on the diagonal. -/
theorem sineMatrix_diagonalises (N : ℕ) : sineMatrix N * sineMatrix N = 1 ∧
    sineMatrix N * chainMatrix N * sineMatrix N
      = Matrix.diagonal fun k : Fin N => modeStiffness N k := by
  refine ⟨sineMatrix_mul_self N, ?_⟩
  have hKS : chainMatrix N * sineMatrix N
      = sineMatrix N * Matrix.diagonal fun k : Fin N => modeStiffness N k := by
    ext i k
    have h := chainMatrix_mulVec_path N
      (fun m => Real.sqrt (2 / ((N : ℝ) + 1)) * Real.sin (m * waveNumber N k)) (by simp)
      (by rw [(waveNumber_spec k.isLt).2.2, mul_zero]) i
    have e : (chainMatrix N * sineMatrix N) i k = (chainMatrix N *ᵥ fun j : Fin N =>
        Real.sqrt (2 / ((N : ℝ) + 1)) *
          Real.sin (((j : ℕ) + 1 : ℕ) * waveNumber N k)) i := by
      simp only [Matrix.mul_apply, Matrix.mulVec, dotProduct, sine_entry]
    have hl : modeStiffness N k = 2 - 2 * Real.cos (waveNumber N k) := by
      have hw : waveNumber N k = 2 * (π * (((k : ℕ) : ℝ) + 1) / (2 * ((N : ℝ) + 1))) := by
        unfold waveNumber
        field_simp
      rw [hw, Real.cos_two_mul, modeStiffness]
      linear_combination 4 * Real.sin_sq_add_cos_sq
        (π * (((k : ℕ) : ℝ) + 1) / (2 * ((N : ℝ) + 1)))
    rw [Matrix.mul_diagonal, sine_entry, hl]
    refine e.trans (h.trans ?_)
    simp only [Nat.cast_add, Nat.cast_one]
    have a : ((i : ℕ) : ℝ) * waveNumber N k
        = (((i : ℕ) : ℝ) + 1) * waveNumber N k - waveNumber N k := by ring
    have b : (((i : ℕ) : ℝ) + 1 + 1) * waveNumber N k
        = (((i : ℕ) : ℝ) + 1) * waveNumber N k + waveNumber N k := by ring
    rw [a, b, Real.sin_sub, Real.sin_add]
    ring
  rw [mul_assoc, hKS, ← mul_assoc, sineMatrix_mul_self, one_mul]

/-- For a path that vanishes at both ends, the sum of squared increments is a sum of
independent squares of the sine amplitudes, weighted by the mode stiffnesses. -/
theorem spring_energy_fixed_ends (N : ℕ) (f : ℕ → ℝ) (h0 : f 0 = 0) (hN : f (N + 1) = 0) :
    ∑ j ∈ Finset.range (N + 1), (f (j + 1) - f j) ^ 2
      = ∑ k : Fin N, modeStiffness N k *
          ((sineMatrix N *ᵥ fun j : Fin N => f ((j : ℕ) + 1)) k) ^ 2 := by
  -- summation by parts
  have parts : ∀ M : ℕ, ∑ j ∈ Finset.range (M + 1), (f (j + 1) - f j) ^ 2
      = ∑ i ∈ Finset.range M, f (i + 1) * (2 * f (i + 1) - f i - f (i + 1 + 1))
        + f (M + 1) * (f (M + 1) - f M) - f 0 * (f 1 - f 0) := by
    intro M
    induction M with
    | zero => simp; ring
    | succ M ih =>
      rw [Finset.sum_range_succ, ih, Finset.sum_range_succ _ M]
      ring
  have hq : ∑ j ∈ Finset.range (N + 1), (f (j + 1) - f j) ^ 2
      = (fun j : Fin N => f ((j : ℕ) + 1)) ⬝ᵥ
        (chainMatrix N *ᵥ fun j : Fin N => f ((j : ℕ) + 1)) := by
    rw [parts N, h0, hN, Finset.sum_range]
    simp only [dotProduct, chainMatrix_mulVec_path N f h0 hN]
    ring
  have hK : chainMatrix N = sineMatrix N *
      (Matrix.diagonal fun k : Fin N => modeStiffness N k) * sineMatrix N := by
    rw [← (sineMatrix_diagonalises N).2]
    calc chainMatrix N
        = (sineMatrix N * sineMatrix N) * chainMatrix N * (sineMatrix N * sineMatrix N) := by
          rw [sineMatrix_mul_self, one_mul, mul_one]
      _ = _ := by simp only [mul_assoc]
  have hT : (sineMatrix N)ᵀ = sineMatrix N := by
    ext i j
    exact sine_symm N j i
  rw [hq, hK, ← Matrix.mulVec_mulVec, ← Matrix.mulVec_mulVec, Matrix.dotProduct_mulVec,
    ← Matrix.mulVec_transpose, hT]
  simp only [dotProduct, Matrix.mulVec_diagonal]
  exact Finset.sum_congr rfl fun k _ => by ring

/-- For a path with arbitrary end points, the sum of squared increments is that of the straight line
plus independent squares of the sine amplitudes of the fluctuation about it, weighted by the mode
stiffnesses. -/
theorem spring_energy_open_path (N : ℕ) (x : ℕ → ℝ) :
    ∑ j ∈ Finset.range (N + 1), (x (j + 1) - x j) ^ 2
      = (x (N + 1) - x 0) ^ 2 / ((N : ℝ) + 1) + ∑ k : Fin N, modeStiffness N k *
          ((sineMatrix N *ᵥ fun j : Fin N => fluctuation N x ((j : ℕ) + 1)) k) ^ 2 := by
  have hn : (N : ℝ) + 1 ≠ 0 := by positivity
  have e0 : fluctuation N x 0 = 0 := by simp [fluctuation]
  have e1 : fluctuation N x (N + 1) = 0 := by
    unfold fluctuation
    rw [Nat.cast_add, Nat.cast_one, mul_div_cancel_left₀ _ hn]
    ring
  rw [← spring_energy_fixed_ends N (fluctuation N x) e0 e1]
  -- the cross term between line and fluctuation telescopes to zero
  have ht : ∑ j ∈ Finset.range (N + 1), (fluctuation N x (j + 1) - fluctuation N x j) = 0 := by
    rw [Finset.sum_range_sub, e0, e1, sub_zero]
  have hj : ∀ j ∈ Finset.range (N + 1), (x (j + 1) - x j) ^ 2
      = ((x (N + 1) - x 0) / ((N : ℝ) + 1)) ^ 2
        + 2 * ((x (N + 1) - x 0) / ((N : ℝ) + 1)) *
          (fluctuation N x (j + 1) - fluctuation N x j)
        + (fluctuation N x (j + 1) - fluctuation N x j) ^ 2 := by
    intro j _
    unfold fluctuation
    push_cast
    ring
  have hd : ((N : ℝ) + 1) * ((x (N + 1) - x 0) / ((N : ℝ) + 1)) ^ 2
      = (x (N + 1) - x 0) ^ 2 / ((N : ℝ) + 1) := by
    field_simp
  rw [Finset.sum_congr rfl hj, Finset.sum_add_distrib, Finset.sum_add_distrib,
    ← Finset.mul_sum, ht, Finset.sum_const, Finset.card_range, nsmul_eq_mul,
    Nat.cast_add, Nat.cast_one]
  linear_combination hd

end OpenPathNormalModes
```

```lean
#print axioms OpenPathNormalModes.spring_energy_fixed_ends
-- 'OpenPathNormalModes.spring_energy_fixed_ends' depends on axioms: [propext, Classical.choice, Quot.sound]
#print axioms OpenPathNormalModes.spring_energy_open_path
-- 'OpenPathNormalModes.spring_energy_open_path' depends on axioms: [propext, Classical.choice, Quot.sound]
```

## How the proof follows the calculation

`sum_cos` proves the telescoped identity by induction and cancels sin(θ/2). `sum_sin_mul_sin` treats equal and unequal waves separately, and `waveNumber_spec` supplies the bounds and the node at the far wall. `sineMatrix_mul_self` adds the vanishing l = 0 term to reach the full grid sum.

`chainMatrix_mulVec_path` splits a row of K into the bead and its two neighbours; at the chain's ends, the zero wall values replace the missing entries. The addition theorems then give `hKS`, which is KS = SD. In the energy theorems, `parts` is the summation by parts and `ht` removes the cross term.

## Sampling a free path

For a free particle of mass m with imaginary-time step ε, measured as an inverse energy, the path weight is proportional to exp(−m Σ_j (x_{j+1} − x_j)²/(2ħ²ε)). A code can therefore draw independent zero-mean Gaussian amplitudes a_k of variance ħ²ε/(mλ_k), form y = Sa by an orthonormal type-I discrete sine transform, and add the straight line. An anharmonic potential generally couples the modes again.
